# Splitting $E_g\otimes T_{1u}$ into $T_{1u}\oplus T_{2u}$ under signed permutations

Indices $i,j$ run over $0,1,2$ and are added modulo 3. Let $E$ be the space of real triples $a=(a_0,a_1,a_2)$ with $a_0+a_1+a_2=0$, and let $v=(v_0,v_1,v_2)$ be a real vector with Cartesian components $x,y,z$. A permutation $p$ of the axes and signs $\varepsilon_i=\pm1$ define the matrix $R$ and the two actions

$$(Rv)_i=\varepsilon_i\,v_{p^{-1}(i)},\qquad (pa)_i=a_{p^{-1}(i)}.$$

The 48 matrices $R$ form the full octahedral group $O_h$. Vectors carry $T_{1u}$. Triples carry $E_g$, as the coefficients of $a_0x^2+a_1y^2+a_2z^2$ do.

## Two products that separate the six components

Define

$$S_i(a,v)=a_iv_i,\qquad D_i(a,v)=(a_{i+1}-a_{i+2})\,v_i .$$

Then $S$ transforms by $R$ and $D$ by $\operatorname{sign}(p)\,R$, which is $T_{2u}$. Together they give a linear isomorphism $E\otimes\mathbb R^3\to\mathbb R^3\times\mathbb R^3$.

These coordinates are not normalised. For the standard inner products, $\sqrt{3/2}\,S$ and $D/\sqrt2$ are the orthonormal ones.

## Block structure of an invariant 6×6 matrix

In a finite real model with exact octahedral symmetry, a code that couples an $e_g$ pair to a vector can use these coordinates to block-diagonalise an invariant $6\times6$ matrix. Each off-diagonal $3\times3$ block $M$ satisfies $MR=\operatorname{sign}(p)\,RM$ for every $R$, and the only such matrix is zero. An off-diagonal block that is nonzero beyond rounding error therefore shows that the matrix is not invariant under these two actions; it does not tell the cause.

## Derivation by components

Write $q=p^{-1}$. For the first product,

$$S_i(pa,Rv)=a_{q(i)}\,\varepsilon_i\,v_{q(i)}=(R\,S(a,v))_i .$$

For the second,

$$D_i(pa,Rv)=(a_{q(i+1)}-a_{q(i+2)})\,\varepsilon_i\,v_{q(i)} .$$

If $q$ is even, it keeps the cyclic order: $q(i+1)=q(i)+1$ and $q(i+2)=q(i)+2$. If $q$ is odd, these two values are exchanged and the difference changes sign. Since $\operatorname{sign}(q)=\operatorname{sign}(p)$, the result is $\operatorname{sign}(p)\,(R\,D(a,v))_i$. Linearity extends both laws to all tensors.

For the isomorphism, expand $v$ in the unit vectors $e_i$, so that every tensor becomes $\sum_i f_i\otimes e_i$ with $f_i\in E$. Its image has components $s_i=(f_i)_i$ and $d_i=(f_i)_{i+1}-(f_i)_{i+2}$. Because $f_i$ has sum zero,

$$(f_i)_{i+1}=\frac{d_i-s_i}{2},\qquad (f_i)_{i+2}=\frac{-d_i-s_i}{2}.$$

Thus $s_i$ and $d_i$ fix $f_i$, and any real values are allowed.

Finally, the components of $MR=\operatorname{sign}(p)\,RM$ are

$$M_{i,p(j)}\,\varepsilon_{p(j)}=\operatorname{sign}(p)\,\varepsilon_i\,M_{p^{-1}(i),j}.$$

For $i\ne j$, reversing axis $i$ alone gives $M_{ij}=-M_{ij}$. Exchanging the two axes other than $i$, with all signs positive, gives $M_{ii}=-M_{ii}$. Hence $M=0$.

## The Lean file

```lean
import Mathlib

open Matrix
open scoped TensorProduct

namespace OctahedralDirectProduct

noncomputable section

/-- The real triples of sum zero. -/
def E : Submodule ℝ (Fin 3 → ℝ) where
  carrier := {a | ∑ i, a i = 0}
  zero_mem' := by simp
  add_mem' := by
    intro a b ha hb
    simp only [Set.mem_ofPred_eq] at ha hb ⊢
    simp only [Pi.add_apply, Finset.sum_add_distrib, ha, hb, add_zero]
  smul_mem' := by
    intro c a ha
    simp only [Set.mem_ofPred_eq] at ha ⊢
    simp only [Pi.smul_apply, smul_eq_mul, ← Finset.mul_sum, ha, mul_zero]

/-- A permutation acts on triples of sum zero by permuting their entries. -/
def permE (p : Equiv.Perm (Fin 3)) : E →ₗ[ℝ] E where
  toFun a := ⟨fun i => a.1 (p.symm i), (Equiv.sum_comp p.symm a.1).trans a.2⟩
  map_add' _ _ := rfl
  map_smul' _ _ := rfl

/-- The signed permutation matrix that sends the axis `j` to the axis `p j`, with sign
`ε (p j)`. -/
def signedPerm (ε : Fin 3 → ℤˣ) (p : Equiv.Perm (Fin 3)) : Matrix (Fin 3) (Fin 3) ℝ :=
  Matrix.of fun i j => if p j = i then ((ε i : ℤ) : ℝ) else 0

/-- The sign of a permutation as a real number. -/
def parity (p : Equiv.Perm (Fin 3)) : ℝ := ((Equiv.Perm.sign p : ℤ) : ℝ)

/-- The componentwise product of `a` and `v`. -/
def symProd (a v : Fin 3 → ℝ) : Fin 3 → ℝ := fun i => a i * v i

/-- The product with components `(a (i + 1) - a (i + 2)) * v i`, with indices added modulo 3. -/
def diffProd (a v : Fin 3 → ℝ) : Fin 3 → ℝ := fun i => (a (i + 1) - a (i + 2)) * v i

/-- The linear map on the tensor product that collects both products. -/
def couple : E ⊗[ℝ] (Fin 3 → ℝ) →ₗ[ℝ] (Fin 3 → ℝ) × (Fin 3 → ℝ) :=
  TensorProduct.lift (LinearMap.mk₂ ℝ
    (fun (a : E) (v : Fin 3 → ℝ) => (symProd a.1 v, diffProd a.1 v))
    (by intro a b v; ext i <;> simp [symProd, diffProd] <;> ring)
    (by intro c a v; ext i <;> simp [symProd, diffProd] <;> ring)
    (by intro a v w; ext i <;> simp [symProd, diffProd] <;> ring)
    (by intro c a v; ext i <;> simp [symProd, diffProd] <;> ring))

/-- On a pure tensor, `couple` gives the two products. -/
theorem couple_tmul (a : E) (v : Fin 3 → ℝ) :
    couple (a ⊗ₜ[ℝ] v) = (symProd a.1 v, diffProd a.1 v) := rfl

/-- A signed permutation matrix permutes the components of a vector and changes signs. -/
theorem signedPerm_mulVec (ε : Fin 3 → ℤˣ) (p : Equiv.Perm (Fin 3)) (v : Fin 3 → ℝ)
    (i : Fin 3) : (signedPerm ε p *ᵥ v) i = ((ε i : ℤ) : ℝ) * v (p.symm i) := by
  simp [signedPerm, Matrix.mulVec, dotProduct, ← Equiv.eq_symm_apply]

/-- If `p` acts on the triple and `R = signedPerm ε p` on the vector, then `symProd` transforms by
`R`. -/
theorem symProd_transform (ε : Fin 3 → ℤˣ) (p : Equiv.Perm (Fin 3)) (a : E)
    (v : Fin 3 → ℝ) :
    symProd (permE p a).1 (signedPerm ε p *ᵥ v) = signedPerm ε p *ᵥ symProd a.1 v := by
  ext i
  simp only [symProd, signedPerm_mulVec]
  change a.1 (p.symm i) * _ = _
  ring

/-- If `p` acts on the triple and `R = signedPerm ε p` on the vector, then `diffProd` transforms by
`sign(p) R`. -/
theorem diffProd_transform (ε : Fin 3 → ℤˣ) (p : Equiv.Perm (Fin 3)) (a : E)
    (v : Fin 3 → ℝ) :
    diffProd (permE p a).1 (signedPerm ε p *ᵥ v)
      = parity p • (signedPerm ε p *ᵥ diffProd a.1 v) := by
  -- even permutations keep the cyclic order of the axes, odd ones reverse it
  have cyc : ∀ (q : Equiv.Perm (Fin 3)) (i : Fin 3),
      (Equiv.Perm.sign q = 1 ∧ q (i + 1) = q i + 1 ∧ q (i + 2) = q i + 2) ∨
      (Equiv.Perm.sign q = -1 ∧ q (i + 1) = q i + 2 ∧ q (i + 2) = q i + 1) := by
    decide +kernel
  ext i
  simp only [Pi.smul_apply, smul_eq_mul, diffProd, signedPerm_mulVec, parity]
  change (a.1 (p.symm (i + 1)) - a.1 (p.symm (i + 2))) * _ = _
  rcases cyc p.symm i with ⟨hs, h1, h2⟩ | ⟨hs, h1, h2⟩ <;>
  · rw [Equiv.Perm.sign_symm] at hs
    rw [h1, h2, hs]
    push_cast
    ring

/-- Every tensor is a sum of triples attached to the three axes. -/
theorem exists_axis_expansion (t : E ⊗[ℝ] (Fin 3 → ℝ)) :
    ∃ f : Fin 3 → E, t = ∑ i, f i ⊗ₜ[ℝ] (Pi.single i 1 : Fin 3 → ℝ) := by
  induction t using TensorProduct.induction_on with
  | zero => exact ⟨0, by simp⟩
  | tmul a v =>
    have hv : v = ∑ i, v i • (Pi.single i 1 : Fin 3 → ℝ) := by
      ext k
      simp [Finset.sum_apply, Pi.single_apply]
    refine ⟨fun i => v i • a, ?_⟩
    simp only [TensorProduct.smul_tmul, ← TensorProduct.tmul_sum]
    exact congrArg (fun w => a ⊗ₜ[ℝ] w) hv
  | add x y hx hy =>
    obtain ⟨f, hf⟩ := hx
    obtain ⟨g, hg⟩ := hy
    exact ⟨f + g, by rw [hf, hg]; simp [TensorProduct.add_tmul, Finset.sum_add_distrib]⟩

/-- The two products, evaluated on a sum of triples attached to the axes. -/
theorem couple_axis_expansion (f : Fin 3 → E) :
    couple (∑ i, f i ⊗ₜ[ℝ] (Pi.single i 1 : Fin 3 → ℝ))
      = (fun i => (f i).1 i, fun i => (f i).1 (i + 1) - (f i).1 (i + 2)) := by
  rw [map_sum]
  simp only [couple_tmul]
  ext i <;> simp [Prod.fst_sum, Prod.snd_sum, Finset.sum_apply, symProd, diffProd,
    Pi.single_apply]

/-- The tensor product is isomorphic to `ℝ³ × ℝ³` through the two products, and a signed
permutation `R` acts there as `R` on the first factor and as `sign(p) R` on the second. -/
theorem direct_product_decomposition :
    Function.Bijective couple ∧
    ∀ (ε : Fin 3 → ℤˣ) (p : Equiv.Perm (Fin 3)) (t : E ⊗[ℝ] (Fin 3 → ℝ)),
      couple (TensorProduct.map (permE p) (signedPerm ε p).mulVecLin t)
        = (signedPerm ε p *ᵥ (couple t).1,
            parity p • (signedPerm ε p *ᵥ (couple t).2)) := by
  have sum_cyc : ∀ (a : Fin 3 → ℝ) (i : Fin 3),
      a i + a (i + 1) + a (i + 2) = ∑ k, a k := by
    intro a i
    rw [← Equiv.sum_comp (Equiv.addLeft i) a, Fin.sum_univ_three]
    simp
  refine ⟨⟨?_, ?_⟩, ?_⟩
  · -- an entry and the difference of the other two determine a triple of sum zero
    rw [injective_iff_map_eq_zero]
    intro t ht
    obtain ⟨f, rfl⟩ := exists_axis_expansion t
    rw [couple_axis_expansion] at ht
    have hf : ∀ i, f i = 0 := by
      intro i
      have h1 : (f i).1 i = 0 := congrFun (congrArg Prod.fst ht) i
      have h2 : (f i).1 (i + 1) - (f i).1 (i + 2) = 0 := congrFun (congrArg Prod.snd ht) i
      have h3 : (f i).1 i + (f i).1 (i + 1) + (f i).1 (i + 2) = 0 :=
        (sum_cyc (f i).1 i).trans (f i).2
      apply Subtype.ext
      funext k
      change (f i).1 k = 0
      rcases (by decide : ∀ i k : Fin 3, k = i ∨ k = i + 1 ∨ k = i + 2) i k with h | h | h <;>
        rw [h] <;> linarith
    simp [hf]
  · -- both numbers can be prescribed on each axis
    rintro ⟨u, w⟩
    have ex : ∀ i, ∃ a : E, a.1 i = u i ∧ a.1 (i + 1) - a.1 (i + 2) = w i := by
      intro i
      obtain ⟨a, h0, h1, h2⟩ : ∃ a : Fin 3 → ℝ, a i = u i ∧
          a (i + 1) = (w i - u i) / 2 ∧ a (i + 2) = (-w i - u i) / 2 :=
        ⟨fun k => if k = i then u i else if k = i + 1 then (w i - u i) / 2
          else (-w i - u i) / 2, by simp, by simp, by simp⟩
      have ha : ∑ k, a k = 0 := by
        rw [← sum_cyc a i, h0, h1, h2]
        ring
      refine ⟨⟨a, ha⟩, h0, ?_⟩
      change a (i + 1) - a (i + 2) = w i
      rw [h1, h2]
      ring
    choose f hu hw using ex
    exact ⟨_, (couple_axis_expansion f).trans (Prod.ext (funext hu) (funext hw))⟩
  · intro ε p t
    induction t using TensorProduct.induction_on with
    | zero =>
      simp
      rfl
    | tmul a v =>
      exact Prod.ext (symProd_transform ε p a v) (diffProd_transform ε p a v)
    | add x y hx hy =>
      simp only [map_add, hx, hy, Prod.mk_add_mk, Prod.fst_add, Prod.snd_add,
        Matrix.mulVec_add, smul_add]

/-- A matrix that intertwines the actions `R` and `sign(p) R` of all signed permutations
is zero. -/
theorem intertwiner_eq_zero (M : Matrix (Fin 3) (Fin 3) ℝ)
    (h : ∀ ε p, M * signedPerm ε p = parity p • (signedPerm ε p * M)) : M = 0 := by
  have key : ∀ (ε : Fin 3 → ℤˣ) (p : Equiv.Perm (Fin 3)) (i j : Fin 3),
      M i (p j) * ((ε (p j) : ℤ) : ℝ)
      = parity p * (((ε i : ℤ) : ℝ) * M (p.symm i) j) := by
    intro ε p i j
    have e := congrFun (congrFun (h ε p) i) j
    have e1 : (M * signedPerm ε p) i j = M i (p j) * ((ε (p j) : ℤ) : ℝ) := by
      simp [Matrix.mul_apply, signedPerm]
    have e2 : (signedPerm ε p * M) i j = ((ε i : ℤ) : ℝ) * M (p.symm i) j := by
      simp [Matrix.mul_apply, signedPerm, ← Equiv.eq_symm_apply]
    rw [Matrix.smul_apply, e1, e2, smul_eq_mul] at e
    exact e
  ext i j
  change M i j = 0
  by_cases hij : i = j
  · -- exchange the two other axes
    subst hij
    have h1 : i ≠ i + 1 := (by decide : ∀ i : Fin 3, i ≠ i + 1) i
    have h2 : i ≠ i + 2 := (by decide : ∀ i : Fin 3, i ≠ i + 2) i
    have h3 : i + 1 ≠ i + 2 := (by decide : ∀ i : Fin 3, i + 1 ≠ i + 2) i
    have e := key (fun _ => 1) (Equiv.swap (i + 1) (i + 2)) i i
    rw [Equiv.symm_swap, Equiv.swap_apply_of_ne_of_ne h1 h2, parity,
      Equiv.Perm.sign_swap h3] at e
    push_cast at e
    linarith
  · -- reverse the axis `i` alone
    have e := key (fun k => if k = i then -1 else 1) (Equiv.refl _) i j
    simp [parity, Ne.symm hij] at e
    linarith

end

end OctahedralDirectProduct
```

```lean
#print axioms OctahedralDirectProduct.signedPerm_mulVec
-- 'OctahedralDirectProduct.signedPerm_mulVec' depends on axioms: [propext, Classical.choice, Quot.sound]
#print axioms OctahedralDirectProduct.direct_product_decomposition
-- 'OctahedralDirectProduct.direct_product_decomposition' depends on axioms: [propext, Classical.choice, Quot.sound]
#print axioms OctahedralDirectProduct.intertwiner_eq_zero
-- 'OctahedralDirectProduct.intertwiner_eq_zero' depends on axioms: [propext, Classical.choice, Quot.sound]
```

## What the theorems cover

`direct_product_decomposition` says that the linear map `couple` is bijective and that, for all `ε`, `p` and every tensor `t`, the product action becomes $R$ on the first factor and $\operatorname{sign}(p)R$ on the second. Here `signedPerm ε p` is $R$, `permE p` is the action on triples, and `parity p` is the sign as a real number. `intertwiner_eq_zero` is the statement about $M$.

The names $E_g$, $T_{1u}$ and $T_{2u}$ are our reading; the file neither defines $O_h$ as a group nor treats irreducibility, normalisation or spin.

`symProd_transform` and `diffProd_transform` are the two component calculations. `exists_axis_expansion` builds the $f_i$ by induction on tensors, and `couple_axis_expansion` reads off $s_i$ and $d_i$. In the main proof, `linarith` solves for the entries of $f_i$ when the image is zero, and `choose` collects the triples that reach a prescribed image.

## How `decide +kernel` supplies the sign

The sign in the second law comes from the auxiliary statement `cyc`, which concerns six permutations and three indices. It involves no real numbers, so it can be settled by finite evaluation: `decide` finds a decision procedure for the statement, and `+kernel` has Lean's kernel run it. `rcases` then splits into the even and odd cases, and `ring` finishes the real algebra in each.
